# A harmonic chain has finite D(q)/q⁴ as q → 0 exactly when its force constants have zero sum and zero second moment

Take an infinite chain of identical atoms with lattice spacing 1 and one displacement u(j) per atom. Let Φ(n) be the real force constant between atoms a distance n apart, even in n and zero beyond some range. The force on atom j, the dynamical function and the moments are

F(j) = −∑ₙ Φ(n) u(j+n)

D(q) = ∑ₙ Φ(n) cos(qn)

Mₖ = ∑ₙ Φ(n) nᵏ

with 0⁰ = 1, so that M₀ includes the on-site term. For atoms of mass m, a plane wave has mω² = D(q).

I know that if M₀ and M₂ both vanish, the acoustic branch becomes flexural: D(q)/q⁴ → M₄/24, and when M₄ > 0, ω goes as q² instead of q. I usually get this by expanding the cosine and dropping the rest. Can it be made rigorous, with the error controlled, and checked by machine? And are the two conditions also necessary?

## From a cosine bound to the flexural limit

Yes to both. Start with what evenness does. If g is odd, replacing n by −n turns ∑ Φ(n)g(n) into its negative, so the sum is zero. With g(n) = sin(qn), this gives ∑ Φ(n)e^{iqn} = D(q). With g(n) = n, it gives M₁ = 0, so for the parabolic displacement u(l) = l² and M₀ = 0,

F(j) = −(j²M₀ + 2jM₁ + M₂) = −M₂.

The condition M₀ = 0 says that a uniform translation costs no force. The condition M₂ = 0 says that uniform curvature costs none either: for transverse displacements, the chain has no string-like restoring force proportional to the curvature.

For the error, take x ≥ 0 and integrate cos x ≥ 1 − x²/2 from 0 to x four times:

sin x ≥ x − x³/6

cos x ≤ 1 − x²/2 + x⁴/24

sin x ≤ x − x³/6 + x⁵/120

cos x ≥ 1 − x²/2 + x⁴/24 − x⁶/720

The second and fourth lines are even in x, so for every real x

|cos x − (1 − x²/2 + x⁴/24)| ≤ x⁶/720.

Put x = qn, multiply by |Φ(n)| and sum. With P(q) = M₀ − q²M₂/2 + q⁴M₄/24,

|D(q) − P(q)| ≤ (q⁶/720) ∑ₙ |Φ(n)| n⁶.

Divided by q⁴, the right side is a constant times q², so (D − P)/q⁴ → 0. If M₀ = M₂ = 0, then P/q⁴ = M₄/24, and D/q⁴ → M₄/24.

Conversely, suppose D/q⁴ → L. Then P/q⁴ → L as well. Multiplying by q⁴ gives P → 0, but P → M₀, so M₀ = 0. Multiplying P/q⁴ by q² now gives −M₂/2 + q²M₄/24 → 0, so M₂ = 0.

For the frequency, when M₀ = M₂ = 0, the relations ω ≥ 0 and mω² = D give

ω/q² = √(D/(m q⁴)) → √(M₄/(24m)).

An example is the chain with bending stiffness κ: Φ(0) = 6κ, Φ(±1) = −4κ, Φ(±2) = κ. Here

M₀ = 6κ − 8κ + 2κ = 0

M₂ = −8κ + 8κ = 0

M₄ = −8κ + 32κ = 24κ

D(q) = 6κ − 8κ cos q + 2κ cos 2q = 4κ(1 − cos q)².

## The chain as a finitely supported function

In Lean, `Φ : ℤ →₀ ℝ` is a real function on the integers with finite support, which encodes the finite range. `dyn Φ q` is D(q), `moment Φ k` is Mₖ and `force Φ u j` is F(j). The wave number q is the phase per site.

- `flexural_limit` says that M₀ = M₂ = 0 implies D/q⁴ → M₄/24.
- `flexural_iff` says that a finite limit exists if and only if both moments vanish.
- `quadratic_dispersion` takes M₀ = M₂ = 0, m > 0 and a function ω with ω(q) ≥ 0 and mω(q)² = D(q) at every q, and gives the limit of ω/q². The relation mω² = D is assumed, not derived from an equation of motion, and it requires D ≥ 0 everywhere, which is harmonic stability.

Evenness is a hypothesis only of `odd_sum`, `bloch_sum_eq_dyn` and `force_parabola`; the limits concern the cosine sum itself. M₄ may be zero, in which case ω/q² → 0 and the branch is flatter than quadratic. Long-range forces, several atoms per cell and higher dimensions are not covered.

For phonon calculations, this one-dimensional, finite-range harmonic model shows how sensitive a flexural branch is to errors in the force constants. With M₀ = 0, a small spurious M₂ makes the branch linear near q = 0 if it is negative, and the frequencies imaginary there if it is positive; this follows from the bound in `dyn_expansion` but is not stated as a theorem.

```lean
import Mathlib

open Filter Topology

namespace FlexuralBranch

noncomputable section

/-- The dynamical function `D(q) = ∑ Φ(n) cos(qn)` of a chain with force constants `Φ`. -/
def dyn (Φ : ℤ →₀ ℝ) (q : ℝ) : ℝ := ∑ n ∈ Φ.support, Φ n * Real.cos (q * n)

/-- The `k`-th moment `∑ Φ(n) n^k` of the force constants. -/
def moment (Φ : ℤ →₀ ℝ) (k : ℕ) : ℝ := ∑ n ∈ Φ.support, Φ n * (n : ℝ) ^ k

/-- The harmonic force on atom `j` when the atoms are displaced by `u`. -/
def force (Φ : ℤ →₀ ℝ) (u : ℤ → ℝ) (j : ℤ) : ℝ := -∑ n ∈ Φ.support, Φ n * u (j + n)

/-- Force constants of a chain with bending stiffness `κ`: `6κ` on site, `-4κ` to first and
`κ` to second neighbours. -/
def bending (κ : ℝ) : ℤ →₀ ℝ :=
  Finsupp.single 0 (6 * κ) + Finsupp.single 1 (-4 * κ) + Finsupp.single (-1) (-4 * κ)
    + Finsupp.single 2 κ + Finsupp.single (-2) κ

/-- The sum of even force constants against an odd function of the distance vanishes. -/
theorem odd_sum {Φ : ℤ →₀ ℝ} (hΦ : ∀ n, Φ (-n) = Φ n) {g : ℤ → ℝ}
    (hg : ∀ n, g (-n) = -g n) : ∑ n ∈ Φ.support, Φ n * g n = 0 := by
  have h : ∑ n ∈ Φ.support, Φ n * g n = ∑ n ∈ Φ.support, -(Φ n * g n) := by
    refine Finset.sum_nbij' (fun n => -n) (fun n => -n) ?_ ?_ ?_ ?_ ?_
    · intro n hn
      simpa [hΦ] using hn
    · intro n hn
      simpa [hΦ] using hn
    · intro n _
      simp
    · intro n _
      simp
    · intro n _
      simp only [hΦ, hg]
      ring
  rw [Finset.sum_neg_distrib] at h
  linarith

/-- For even force constants the complex Bloch sum `∑ Φ(n) exp(iqn)` equals the real `D(q)`. -/
theorem bloch_sum_eq_dyn {Φ : ℤ →₀ ℝ} (hΦ : ∀ n, Φ (-n) = Φ n) (q : ℝ) :
    ∑ n ∈ Φ.support, (Φ n : ℂ) * Complex.exp (((q * n : ℝ) : ℂ) * Complex.I)
      = (dyn Φ q : ℂ) := by
  have hs : ∑ n ∈ Φ.support, Φ n * Real.sin (q * n) = 0 :=
    odd_sum hΦ (g := fun n => Real.sin (q * n)) (by
      intro n
      simp only [Int.cast_neg, mul_neg, Real.sin_neg])
  have ht : ∀ n ∈ Φ.support,
      (Φ n : ℂ) * Complex.exp (((q * n : ℝ) : ℂ) * Complex.I)
        = ((Φ n * Real.cos (q * n) : ℝ) : ℂ)
          + ((Φ n * Real.sin (q * n) : ℝ) : ℂ) * Complex.I := by
    intro n _
    rw [Complex.exp_mul_I, ← Complex.ofReal_cos, ← Complex.ofReal_sin,
      Complex.ofReal_mul (Φ n), Complex.ofReal_mul (Φ n)]
    ring
  rw [Finset.sum_congr rfl ht, Finset.sum_add_distrib, ← Finset.sum_mul,
    ← Complex.ofReal_sum, ← Complex.ofReal_sum, hs, Complex.ofReal_zero, zero_mul, add_zero]
  rfl

/-- For even force constants with zero sum, the parabolic displacement `u(l) = l²` produces on
every atom a force equal to minus the second moment. -/
theorem force_parabola {Φ : ℤ →₀ ℝ} (hΦ : ∀ n, Φ (-n) = Φ n) (h0 : moment Φ 0 = 0) (j : ℤ) :
    force Φ (fun l => (l : ℝ) ^ 2) j = -moment Φ 2 := by
  have h1 : ∑ n ∈ Φ.support, Φ n * (n : ℝ) = 0 :=
    odd_sum hΦ (g := fun n => (n : ℝ)) (by intro n; simp)
  have h : ∑ n ∈ Φ.support, Φ n * ((j + n : ℤ) : ℝ) ^ 2
      = (j : ℝ) ^ 2 * moment Φ 0 + 2 * j * ∑ n ∈ Φ.support, Φ n * (n : ℝ) + moment Φ 2 := by
    simp only [moment, Finset.mul_sum, ← Finset.sum_add_distrib]
    refine Finset.sum_congr rfl fun n _ => ?_
    push_cast
    ring
  rw [h0, h1] at h
  simp only [force]
  rw [h]
  ring

/-- The fourth-order Taylor polynomial of the cosine is accurate to `x⁶/720` for every real `x`. -/
theorem cos_taylor (x : ℝ) :
    |Real.cos x - (1 - x ^ 2 / 2 + x ^ 4 / 24)| ≤ x ^ 6 / 720 := by
  -- a function starting at zero with nonnegative slope stays nonnegative
  have key : ∀ f f' : ℝ → ℝ, (∀ x, HasDerivAt f (f' x) x) → f 0 = 0 →
      (∀ x, 0 ≤ x → 0 ≤ f' x) → ∀ x, 0 ≤ x → 0 ≤ f x := by
    intro f f' h h0 hp x hx
    have hm : MonotoneOn f (Set.Ici 0) := by
      refine monotoneOn_of_deriv_nonneg (convex_Ici 0)
        (fun y _ => (h y).continuousAt.continuousWithinAt)
        (fun y _ => (h y).differentiableAt.differentiableWithinAt) ?_
      intro y hy
      rw [interior_Ici] at hy
      rw [(h y).deriv]
      exact hp y (le_of_lt hy)
    have := hm (Set.mem_Ici.2 le_rfl) (Set.mem_Ici.2 hx) hx
    linarith
  have p : ∀ (k : ℕ) (c y : ℝ), HasDerivAt (fun z : ℝ => z ^ k / c) (k * y ^ (k - 1) / c) y :=
    fun k c y => (hasDerivAt_pow k y).div_const c
  -- integrate the elementary bound on the cosine four times
  have s1 : ∀ x : ℝ, 0 ≤ x → 0 ≤ Real.sin x - x + x ^ 3 / 6 :=
    key _ (fun x => Real.cos x - 1 + x ^ 2 / 2)
      (fun x => (((Real.hasDerivAt_sin x).fun_sub (hasDerivAt_id' x)).fun_add
        (p 3 6 x)).congr_deriv (by simp only [Nat.cast_ofNat, Nat.reduceSub]; ring))
      (by norm_num) (fun x _ => by linarith [Real.one_sub_sq_div_two_le_cos (x := x)])
  have c1 : ∀ x : ℝ, 0 ≤ x → 0 ≤ x ^ 4 / 24 - x ^ 2 / 2 - Real.cos x + 1 :=
    key _ (fun x => x ^ 3 / 6 - x + Real.sin x)
      (fun x => ((((p 4 24 x).fun_sub (p 2 2 x)).fun_sub (Real.hasDerivAt_cos x)).fun_add
        (hasDerivAt_const x 1)).congr_deriv
          (by simp only [Nat.cast_ofNat, Nat.reduceSub]; ring))
      (by norm_num) (fun x hx => by linarith [s1 x hx])
  have s2 : ∀ x : ℝ, 0 ≤ x → 0 ≤ x ^ 5 / 120 - x ^ 3 / 6 + x - Real.sin x :=
    key _ (fun x => x ^ 4 / 24 - x ^ 2 / 2 + 1 - Real.cos x)
      (fun x => ((((p 5 120 x).fun_sub (p 3 6 x)).fun_add (hasDerivAt_id' x)).fun_sub
        (Real.hasDerivAt_sin x)).congr_deriv
          (by simp only [Nat.cast_ofNat, Nat.reduceSub]; ring))
      (by norm_num) (fun x hx => by linarith [c1 x hx])
  have c2 : ∀ x : ℝ, 0 ≤ x → 0 ≤ x ^ 6 / 720 - x ^ 4 / 24 + x ^ 2 / 2 + Real.cos x - 1 :=
    key _ (fun x => x ^ 5 / 120 - x ^ 3 / 6 + x - Real.sin x)
      (fun x => (((((p 6 720 x).fun_sub (p 4 24 x)).fun_add (p 2 2 x)).fun_add
        (Real.hasDerivAt_cos x)).fun_sub (hasDerivAt_const x 1)).congr_deriv
          (by simp only [Nat.cast_ofNat, Nat.reduceSub]; ring))
      (by norm_num) s2
  have h6 : 0 ≤ x ^ 6 / 720 := by positivity
  rw [abs_le]
  rcases le_total 0 x with hx | hx
  · constructor <;> linarith [c1 x hx, c2 x hx]
  · have a := c1 (-x) (by linarith)
    have b := c2 (-x) (by linarith)
    rw [Real.cos_neg] at a b
    constructor <;> linarith

/-- Long-wave expansion of `D(q)` through fourth order, with an explicit error bound valid at
every wave number. -/
theorem dyn_expansion (Φ : ℤ →₀ ℝ) (q : ℝ) :
    |dyn Φ q - (moment Φ 0 - q ^ 2 / 2 * moment Φ 2 + q ^ 4 / 24 * moment Φ 4)|
      ≤ q ^ 6 / 720 * ∑ n ∈ Φ.support, |Φ n| * (n : ℝ) ^ 6 := by
  have h : dyn Φ q - (moment Φ 0 - q ^ 2 / 2 * moment Φ 2 + q ^ 4 / 24 * moment Φ 4)
      = ∑ n ∈ Φ.support, Φ n *
        (Real.cos (q * n) - (1 - (q * n) ^ 2 / 2 + (q * n) ^ 4 / 24)) := by
    simp only [dyn, moment, Finset.mul_sum, ← Finset.sum_sub_distrib, ← Finset.sum_add_distrib]
    exact Finset.sum_congr rfl fun n _ => by ring
  rw [h, Finset.mul_sum]
  refine (Finset.abs_sum_le_sum_abs _ _).trans (Finset.sum_le_sum fun n _ => ?_)
  rw [abs_mul]
  calc _ ≤ |Φ n| * ((q * n) ^ 6 / 720) :=
        mul_le_mul_of_nonneg_left (cos_taylor _) (abs_nonneg _)
    _ = _ := by ring

/-- The error of the fourth-order expansion of `D(q)` is negligible against `q⁴` as `q → 0`. -/
theorem remainder_tendsto (Φ : ℤ →₀ ℝ) :
    Tendsto (fun q : ℝ => (dyn Φ q
      - (moment Φ 0 - q ^ 2 / 2 * moment Φ 2 + q ^ 4 / 24 * moment Φ 4)) / q ^ 4)
      (𝓝[≠] 0) (𝓝 0) := by
  have hc : Continuous fun q : ℝ =>
      q ^ 2 / 720 * ∑ n ∈ Φ.support, |Φ n| * (n : ℝ) ^ 6 := by fun_prop
  refine squeeze_zero_norm' ?_
    (tendsto_nhdsWithin_of_tendsto_nhds (hc.tendsto' 0 0 (by simp)))
  filter_upwards [self_mem_nhdsWithin] with q hq
  have hq0 : q ≠ 0 := hq
  have h4 : 0 < q ^ 4 := by positivity
  rw [Real.norm_eq_abs, abs_div, abs_of_pos h4, div_le_iff₀ h4]
  exact (dyn_expansion Φ q).trans (le_of_eq (by ring))

/-- If the force constants have zero sum and zero second moment, then `D(q)/q⁴` tends to `(1/24) ∑
n⁴ Φ(n)` as `q → 0`. -/
theorem flexural_limit {Φ : ℤ →₀ ℝ} (h0 : moment Φ 0 = 0) (h2 : moment Φ 2 = 0) :
    Tendsto (fun q : ℝ => dyn Φ q / q ^ 4) (𝓝[≠] 0) (𝓝 (moment Φ 4 / 24)) := by
  have h := (remainder_tendsto Φ).add (tendsto_const_nhds (x := moment Φ 4 / 24))
  rw [zero_add] at h
  refine h.congr' ?_
  filter_upwards [self_mem_nhdsWithin] with q hq
  have hq0 : q ≠ 0 := hq
  simp only [h0, h2]
  field_simp
  ring

/-- `D(q)/q⁴` has a finite limit as `q → 0` exactly when the sum and the second moment of the
force constants both vanish. -/
theorem flexural_iff (Φ : ℤ →₀ ℝ) :
    (∃ L, Tendsto (fun q : ℝ => dyn Φ q / q ^ 4) (𝓝[≠] 0) (𝓝 L))
      ↔ moment Φ 0 = 0 ∧ moment Φ 2 = 0 := by
  refine ⟨?_, fun h => ⟨_, flexural_limit h.1 h.2⟩⟩
  rintro ⟨L, hL⟩
  have hP := hL.sub (remainder_tendsto Φ)
  have hpow : ∀ k : ℕ, k ≠ 0 → Tendsto (fun q : ℝ => q ^ k) (𝓝[≠] 0) (𝓝 0) := fun k hk =>
    tendsto_nhdsWithin_of_tendsto_nhds ((continuous_pow k).tendsto' 0 0 (zero_pow hk))
  -- multiplying by q⁴ isolates the sum of the force constants
  have h0 : moment Φ 0 = 0 := by
    have hc : Continuous fun q : ℝ =>
        moment Φ 0 - q ^ 2 / 2 * moment Φ 2 + q ^ 4 / 24 * moment Φ 4 := by fun_prop
    have b := tendsto_nhdsWithin_of_tendsto_nhds (s := {0}ᶜ)
      (hc.tendsto' 0 (moment Φ 0) (by simp))
    have a := hP.mul (hpow 4 (by norm_num))
    rw [mul_zero] at a
    refine tendsto_nhds_unique b (a.congr' ?_)
    filter_upwards [self_mem_nhdsWithin] with q hq
    have hq0 : q ≠ 0 := hq
    field_simp
    ring
  -- multiplying by q² then isolates the second moment
  have h2 : -moment Φ 2 / 2 = 0 := by
    have hc : Continuous fun q : ℝ => -moment Φ 2 / 2 + q ^ 2 / 24 * moment Φ 4 := by fun_prop
    have b := tendsto_nhdsWithin_of_tendsto_nhds (s := {0}ᶜ)
      (hc.tendsto' 0 (-moment Φ 2 / 2) (by simp))
    have a := hP.mul (hpow 2 (by norm_num))
    rw [mul_zero] at a
    refine tendsto_nhds_unique b (a.congr' ?_)
    filter_upwards [self_mem_nhdsWithin] with q hq
    have hq0 : q ≠ 0 := hq
    simp only [h0]
    field_simp
    ring
  exact ⟨h0, by linarith⟩

/-- If the force constants have zero sum and zero second moment and `m > 0`, then a nonnegative
frequency with `m ω² = D` satisfies `ω(q)/q² → √(∑ n⁴ Φ(n) / (24 m))` as `q → 0`. -/
theorem quadratic_dispersion {Φ : ℤ →₀ ℝ} (h0 : moment Φ 0 = 0) (h2 : moment Φ 2 = 0)
    {m : ℝ} (hm : 0 < m) {ω : ℝ → ℝ} (hpos : ∀ q, 0 ≤ ω q)
    (hω : ∀ q, m * ω q ^ 2 = dyn Φ q) :
    Tendsto (fun q : ℝ => ω q / q ^ 2) (𝓝[≠] 0) (𝓝 (√(moment Φ 4 / (24 * m)))) := by
  have h := (Real.continuous_sqrt.tendsto _).comp ((flexural_limit h0 h2).div_const m)
  rw [div_div] at h
  refine h.congr' ?_
  filter_upwards [self_mem_nhdsWithin] with q hq
  have hq0 : q ≠ 0 := hq
  have hm0 : m ≠ 0 := hm.ne'
  have e : dyn Φ q / q ^ 4 / m = (ω q / q ^ 2) ^ 2 := by
    rw [← hω]
    field_simp
  change √(dyn Φ q / q ^ 4 / m) = ω q / q ^ 2
  rw [e, Real.sqrt_sq (div_nonneg (hpos q) (sq_nonneg q))]

/-- The bending chain has even force constants with zero sum and zero second moment, its fourth
moment is `24κ`, and `D(q) = 4κ(1 - cos q)²`. -/
theorem bending_witness (κ : ℝ) :
    (∀ n, bending κ (-n) = bending κ n) ∧ moment (bending κ) 0 = 0 ∧
      moment (bending κ) 2 = 0 ∧ moment (bending κ) 4 = 24 * κ ∧
      ∀ q, dyn (bending κ) q = 4 * κ * (1 - Real.cos q) ^ 2 := by
  -- lattice sums over the bending chain have five terms
  have key : ∀ g : ℤ → ℝ, ∑ n ∈ (bending κ).support, bending κ n * g n
      = 6 * κ * g 0 + -4 * κ * g 1 + -4 * κ * g (-1) + κ * g 2 + κ * g (-2) := by
    intro g
    have hadd : ∀ F G : ℤ →₀ ℝ, (F + G).sum (fun n c => c * g n)
        = F.sum (fun n c => c * g n) + G.sum (fun n c => c * g n) := fun F G =>
      Finsupp.sum_add_index' (by intro a; simp) (by intro a b c; ring)
    have hs : ∀ (a : ℤ) (c : ℝ), (Finsupp.single a c).sum (fun n c => c * g n) = c * g a :=
      fun a c => Finsupp.sum_single_index (by simp)
    change (bending κ).sum (fun n c => c * g n) = _
    simp only [bending, hadd, hs]
  refine ⟨fun n => ?_, ?_, ?_, ?_, fun q => ?_⟩
  · have h : ∀ (a : ℤ) (c : ℝ), Finsupp.single a c (-n) = Finsupp.single (-a) c n := by
      intro a c
      simp only [Finsupp.single_apply]
      split_ifs <;> first | rfl | omega
    simp only [bending, Finsupp.add_apply, h, neg_zero, neg_neg]
    ring
  · refine (key fun n => (n : ℝ) ^ 0).trans ?_
    push_cast
    ring
  · refine (key fun n => (n : ℝ) ^ 2).trans ?_
    push_cast
    ring
  · refine (key fun n => (n : ℝ) ^ 4).trans ?_
    push_cast
    ring
  · refine (key fun n => Real.cos (q * n)).trans ?_
    simp only [Int.cast_neg, Int.cast_ofNat, Int.cast_one, Int.cast_zero, mul_neg, mul_zero,
      mul_one, Real.cos_neg, Real.cos_zero, mul_comm q 2, Real.cos_two_mul]
    ring

end

end FlexuralBranch
```

```lean
#print axioms FlexuralBranch.bloch_sum_eq_dyn
#print axioms FlexuralBranch.force_parabola
#print axioms FlexuralBranch.flexural_iff
#print axioms FlexuralBranch.quadratic_dispersion
```

```
'FlexuralBranch.bloch_sum_eq_dyn' depends on axioms: [propext, Classical.choice, Quot.sound]
'FlexuralBranch.force_parabola' depends on axioms: [propext, Classical.choice, Quot.sound]
'FlexuralBranch.flexural_iff' depends on axioms: [propext, Classical.choice, Quot.sound]
'FlexuralBranch.quadratic_dispersion' depends on axioms: [propext, Classical.choice, Quot.sound]
```

## How the Lean proof follows the expansion

`odd_sum` reindexes the sum by n ↦ −n with `Finset.sum_nbij'`. `bloch_sum_eq_dyn` and `force_parabola` apply it to the sine and to n.

In `cos_taylor`, integration becomes monotonicity: the local statement `key` says that a function that is zero at 0 and has nonnegative slope for x ≥ 0 stays nonnegative there. The steps `s1`, `c1`, `s2` and `c2` are the four integrated inequalities in order, and `Real.cos_neg` handles negative x.

`dyn_expansion` writes D − P as a single sum and bounds it term by term with the triangle inequality. `remainder_tendsto` squeezes the quotient by q⁴ to zero. `flexural_limit` adds back the constant M₄/24, and `flexural_iff` carries out the two multiplications, by q⁴ and then by q². `quadratic_dispersion` composes the limit with the continuous square root. In `bending_witness`, a five-term formula for lattice sums gives the moments and D(q).

## The punctured neighbourhood `𝓝[≠] 0`

All the limits are taken along the filter `𝓝[≠] 0`, the neighbourhoods of 0 with 0 itself removed. Lean sets division by zero to 0, and this filter keeps that value out of the limit.

It also justifies the algebra. `Tendsto.congr'` lets one function replace another if they agree eventually along the filter, and `self_mem_nhdsWithin` supplies q ≠ 0, so `field_simp` may cancel powers of q. The converse needs one more property: 0 is not isolated in ℝ, so the filter is nontrivial and limits along it are unique. That is how `tendsto_nhds_unique` can equate the two limits of P and conclude M₀ = 0.
